# Problem sheet: shift and mixing invariance of the Lindblad generator

Let H be a Hermitian N×N matrix, L_k finitely many complex N×N jump operators, c_k complex numbers, 1 the identity and ρ any N×N matrix. With ħ = 1 and the rates absorbed into the L_k, define

D[L]ρ = LρL† − ½(L†Lρ + ρL†L)

𝓛(H, L)ρ = −i[H, ρ] + Σ_k D[L_k]ρ

The generator 𝓛 is unchanged by the shift

L_k → L_k + c_k·1,  H → H_c = H + (1/2i) Σ_k (c̄_k L_k − c_k L_k†)

and by the mixing L_k → (UL)_a = Σ_k U_ak L_k with a unitary matrix U. For a finite-level system with a Markovian master equation dρ/dt = 𝓛ρ, the split into Hamiltonian and jump terms is therefore not fixed by the dynamics as soon as some L_k is not a multiple of 1: shifting that operator alone by c_k = 1 or by c_k = i gives H_c − H = (L_k − L_k†)/2i or −(L_k + L_k†)/2, and at least one of these is not a multiple of 1.

## Definitions

The type `n` labels the basis states, so N is `Fintype.card n`; `ι` labels the original jump operators and `κ` the mixed ones. In the code `Lᴴ` is L†, `star (c k)` is c̄_k, `I` is i and `•` multiplies a matrix by a scalar. The matrix ρ is arbitrary: neither positivity nor unit trace is assumed. All statements concern the generator as a map on matrices; the differential equation, its solutions and unbounded operators do not appear.

```lean
import Mathlib

open Matrix
open Complex (I)

namespace LindbladGauge

noncomputable section

variable {n ι κ : Type*} [Fintype n] [DecidableEq n] [Fintype ι] [Fintype κ]

/-- The commutator `[A, B] = AB - BA`. -/
def opComm (A B : Matrix n n ℂ) : Matrix n n ℂ := A * B - B * A

/-- The dissipator `D[L]ρ = L ρ L† - ½ {L† L, ρ}` of one jump operator. -/
def dissipator (L ρ : Matrix n n ℂ) : Matrix n n ℂ :=
  L * ρ * Lᴴ - (1 / 2 : ℂ) • (Lᴴ * L * ρ + ρ * (Lᴴ * L))

/-- The Lindblad generator `-i[H, ρ] + ∑ₖ D[Lₖ]ρ`. -/
def lindbladian (H : Matrix n n ℂ) (L : ι → Matrix n n ℂ) (ρ : Matrix n n ℂ) :
    Matrix n n ℂ :=
  (-I) • opComm H ρ + ∑ k, dissipator (L k) ρ

/-- The shifted jump operators `Lₖ + cₖ 1`. -/
def shiftJump (L : ι → Matrix n n ℂ) (c : ι → ℂ) (k : ι) : Matrix n n ℂ :=
  L k + c k • (1 : Matrix n n ℂ)

/-- The shifted Hamiltonian `H + (1/2i) ∑ₖ (cₖ* Lₖ - cₖ Lₖ†)`. -/
def shiftHamiltonian (H : Matrix n n ℂ) (L : ι → Matrix n n ℂ) (c : ι → ℂ) :
    Matrix n n ℂ :=
  H + (1 / (2 * I) : ℂ) • ∑ k, (star (c k) • L k - c k • (L k)ᴴ)

/-- The mixed jump operators `∑ₖ Uₐₖ Lₖ`. -/
def mixJump (U : Matrix κ ι ℂ) (L : ι → Matrix n n ℂ) (a : κ) : Matrix n n ℂ :=
  ∑ k, U a k • L k
```

## (a) Shifting one jump operator

Task. Show that D[L + c·1]ρ = D[L]ρ + ½[c̄L − cL†, ρ] for any L, ρ and complex c.

Solution. Put L' = L + c·1, so L'† = L† + c̄·1. Then

L'ρL'† = LρL† + c̄Lρ + cρL† + |c|²ρ

L'†L' = L†L + c̄L + cL† + |c|²·1

½(L'†L'ρ + ρL'†L') = ½(L†Lρ + ρL†L) + ½c̄(Lρ + ρL) + ½c(L†ρ + ρL†) + |c|²ρ

Subtracting the third line from the first removes |c|²ρ and leaves

D[L']ρ − D[L]ρ = ½c̄(Lρ − ρL) − ½c(L†ρ − ρL†)

which is the stated commutator. In Lean, `simp only` multiplies everything out and brackets each product the same way through `Matrix.mul_assoc`; `module` then treats the matrix products as independent vectors and compares their scalar coefficients. The same approach works for other matrix identities that follow from multiplying out alone, without relations between the matrices.

```lean
/-- Shifting a jump operator by `c 1` adds `½ [c* L - c L†, ρ]` to its dissipator. -/
theorem dissipator_shift (L ρ : Matrix n n ℂ) (c : ℂ) :
    dissipator (L + c • (1 : Matrix n n ℂ)) ρ
      = dissipator L ρ + (1 / 2 : ℂ) • opComm (star c • L - c • Lᴴ) ρ := by
  simp only [dissipator, opComm, conjTranspose_add, conjTranspose_smul, conjTranspose_one,
    Matrix.add_mul, Matrix.mul_add, Matrix.sub_mul, Matrix.mul_sub, Matrix.smul_mul,
    Matrix.mul_smul, Matrix.one_mul, Matrix.mul_one, Matrix.mul_assoc]
  module
```

## (b) The shifted Hamiltonian is Hermitian

Task. Show that H_c† = H_c when H† = H.

Solution. Let A = Σ_k (c̄_k L_k − c_k L_k†). Termwise (c̄_k L_k − c_k L_k†)† = c_k L_k† − c̄_k L_k, so A† = −A. The prefactor 1/2i = −i/2 changes sign under conjugation. The two signs cancel and H_c† = H + (1/2i)A. The code has these as `hA` and `hs`.

```lean
omit [Fintype n] [DecidableEq n] in
/-- The shifted Hamiltonian is Hermitian when `H` is. -/
theorem shiftHamiltonian_isHermitian {H : Matrix n n ℂ} (hH : H.IsHermitian)
    (L : ι → Matrix n n ℂ) (c : ι → ℂ) : (shiftHamiltonian H L c).IsHermitian := by
  have hI : (1 / (2 * I) : ℂ) = -I / 2 := by
    rw [div_eq_iff (by simp)]
    linear_combination Complex.I_sq
  have hs : star (1 / (2 * I) : ℂ) = -(1 / (2 * I)) := by
    rw [hI]
    apply Complex.ext
    · simp
    · simp
      norm_num
  -- the sum is anti-Hermitian and its prefactor is imaginary
  have hA : (∑ k, (star (c k) • L k - c k • (L k)ᴴ))ᴴ
      = -∑ k, (star (c k) • L k - c k • (L k)ᴴ) := by
    rw [conjTranspose_sum, ← Finset.sum_neg_distrib]
    refine Finset.sum_congr rfl fun k _ => ?_
    simp only [conjTranspose_sub, conjTranspose_smul, conjTranspose_conjTranspose, star_star,
      neg_sub]
  change (shiftHamiltonian H L c)ᴴ = shiftHamiltonian H L c
  unfold shiftHamiltonian
  rw [conjTranspose_add, conjTranspose_smul, hA, hs, hH.eq, neg_smul, smul_neg, neg_neg]
```

## (c) Shift invariance

Task. Show that 𝓛(H_c, L + c)ρ = 𝓛(H, L)ρ, where L + c is the family L_k + c_k·1. Here H may be any matrix.

Solution. Summing (a) over k gives Σ_k D[L_k]ρ + ½[A, ρ]. The Hamiltonian part is

−i[H_c, ρ] = −i[H, ρ] + (−i)(1/2i)[A, ρ] = −i[H, ρ] − ½[A, ρ]

and the two extra commutators cancel. The step `hsum` pulls the sum inside the commutator, `hlin` splits the Hamiltonian part and `hc` is the product −i·(1/2i) = −½. The sign is easy to get wrong: for Hermitian H the matrix H − (1/2i)A is Hermitian too, but with it the extra terms add up to [A, ρ].

```lean
/-- The generator is unchanged when jump operators and Hamiltonian are shifted together. -/
theorem lindbladian_shift (H : Matrix n n ℂ) (L : ι → Matrix n n ℂ) (c : ι → ℂ)
    (ρ : Matrix n n ℂ) :
    lindbladian (shiftHamiltonian H L c) (shiftJump L c) ρ = lindbladian H L ρ := by
  have hI : (1 / (2 * I) : ℂ) = -I / 2 := by
    rw [div_eq_iff (by simp)]
    linear_combination Complex.I_sq
  have hc : -I * (1 / (2 * I)) = -(1 / 2 : ℂ) := by
    rw [hI]
    linear_combination (1 / 2 : ℂ) * Complex.I_sq
  have hsum : ∀ A : ι → Matrix n n ℂ,
      ∑ k, (1 / 2 : ℂ) • opComm (A k) ρ = (1 / 2 : ℂ) • opComm (∑ k, A k) ρ := by
    intro A
    rw [← Finset.smul_sum]
    simp only [opComm, Finset.sum_sub_distrib, Finset.sum_mul, Finset.mul_sum]
  have hlin : ∀ (a : ℂ) (S : Matrix n n ℂ),
      (-I) • opComm (H + a • S) ρ = (-I) • opComm H ρ + (-I * a) • opComm S ρ := by
    intro a S
    simp only [opComm, Matrix.add_mul, Matrix.mul_add, Matrix.smul_mul, Matrix.mul_smul]
    module
  -- the commutator from the Hamiltonian cancels the one from the dissipators
  simp only [lindbladian, shiftJump, shiftHamiltonian, dissipator_shift,
    Finset.sum_add_distrib]
  rw [hsum, hlin, hc]
  module
```

As a worked use, take a two-level atom in the rotating frame with lowering operator σ₋, raising operator σ₊ = σ₋†, decay L = √γ σ₋ with γ > 0 and resonant drive H = (Ω/2)(σ₋ + σ₊) with Ω real. The choice c = iΩ/√γ gives A = −iΩ(σ₋ + σ₊) and H_c = 0, so a code that builds the generator from H = 0 and the single jump operator √γ σ₋ + c·1 obtains the same map.

## (d) Two sums under mixing

Task. Let U have rows a in `κ` and columns k in `ι`, with U†U = 1. Show that Σ_a (UL)_a ρ (UL)_a† = Σ_k L_k ρ L_k† and Σ_a (UL)_a† (UL)_a = Σ_k L_k† L_k.

Solution. The entry (j, k) of U†U = 1 reads Σ_a Ū_aj U_ak = δ_jk. Expanding,

Σ_a (UL)_a ρ (UL)_a† = Σ_jk (Σ_a Ū_aj U_ak) L_k ρ L_j† = Σ_k L_k ρ L_k†

Σ_a (UL)_a† (UL)_a = Σ_jk (Σ_a Ū_aj U_ak) L_j† L_k = Σ_k L_k† L_k

The orthonormality is `ho`, the expansions are `h1` and `h2`, and `key` does the collapse once for an arbitrary doubly indexed family `F j k`.

```lean
omit [DecidableEq n] in
/-- If `U† U = 1`, mixing preserves the sums `∑ L ρ L†` and `∑ L† L`. -/
theorem mixJump_sums [DecidableEq ι] {U : Matrix κ ι ℂ} (hU : Uᴴ * U = 1)
    (L : ι → Matrix n n ℂ) (ρ : Matrix n n ℂ) :
    ∑ a, mixJump U L a * ρ * (mixJump U L a)ᴴ = ∑ k, L k * ρ * (L k)ᴴ ∧
    ∑ a, (mixJump U L a)ᴴ * mixJump U L a = ∑ k, (L k)ᴴ * L k := by
  -- orthonormal columns remove the cross terms
  have ho : ∀ j k, ∑ a, star (U a j) * U a k = if j = k then 1 else 0 := fun j k => by
    have h := congrFun (congrFun hU j) k
    simpa only [Matrix.mul_apply, conjTranspose_apply, Matrix.one_apply] using h
  have key : ∀ F : ι → ι → Matrix n n ℂ,
      ∑ a, ∑ j, ∑ k, (star (U a j) * U a k) • F j k = ∑ k, F k k := by
    intro F
    rw [Finset.sum_comm]
    refine Finset.sum_congr rfl fun j _ => ?_
    rw [Finset.sum_comm]
    simp only [← Finset.sum_smul, ho]
    simp
  have h1 : ∀ a, mixJump U L a * ρ * (mixJump U L a)ᴴ
      = ∑ j, ∑ k, (star (U a j) * U a k) • (L k * ρ * (L j)ᴴ) := by
    intro a
    unfold mixJump
    rw [conjTranspose_sum, Finset.mul_sum]
    refine Finset.sum_congr rfl fun j _ => ?_
    rw [Finset.sum_mul, Finset.sum_mul]
    refine Finset.sum_congr rfl fun k _ => ?_
    simp only [conjTranspose_smul, Matrix.mul_smul, Matrix.smul_mul]
    module
  have h2 : ∀ a, (mixJump U L a)ᴴ * mixJump U L a
      = ∑ j, ∑ k, (star (U a j) * U a k) • ((L j)ᴴ * L k) := by
    intro a
    unfold mixJump
    rw [conjTranspose_sum, Finset.sum_mul]
    refine Finset.sum_congr rfl fun j _ => ?_
    rw [Finset.mul_sum]
    refine Finset.sum_congr rfl fun k _ => ?_
    simp only [conjTranspose_smul, Matrix.mul_smul, Matrix.smul_mul]
    module
  exact ⟨(Finset.sum_congr rfl fun a _ => h1 a).trans (key fun j k => L k * ρ * (L j)ᴴ),
    (Finset.sum_congr rfl fun a _ => h2 a).trans (key fun j k => (L j)ᴴ * L k)⟩
```

## (e) Mixing invariance

Task. Show that 𝓛(H, UL)ρ = 𝓛(H, L)ρ for any H and U†U = 1.

Solution. Σ_k D[L_k]ρ depends on the family only through the two sums of (d), since the anticommutator term is ½(Sρ + ρS) with S = Σ_k L_k† L_k. The `simp only` call collects those sums and substitutes them. U may be rectangular, and then the order of the product matters: the single row U = (1 0) has UU† = 1 but discards the second jump operator.

```lean
omit [DecidableEq n] in
/-- The generator is unchanged when the jump operators are mixed by a possibly rectangular
matrix with `U† U = 1`. -/
theorem lindbladian_mix [DecidableEq ι] {U : Matrix κ ι ℂ} (hU : Uᴴ * U = 1)
    (H : Matrix n n ℂ) (L : ι → Matrix n n ℂ) (ρ : Matrix n n ℂ) :
    lindbladian H (mixJump U L) ρ = lindbladian H L ρ := by
  obtain ⟨h1, h2⟩ := mixJump_sums hU L ρ
  simp only [lindbladian, dissipator, Finset.sum_sub_distrib, ← Finset.smul_sum,
    Finset.sum_add_distrib, ← Finset.sum_mul, ← Finset.mul_sum, h1, h2]
```

## (f) Both transformations together

Task. For Hermitian H and square unitary U, mix first and shift afterwards. Show that H + (1/2i) Σ_a (c̄_a (UL)_a − c_a (UL)_a†) is Hermitian and that, with jump operators (UL)_a + c_a·1, it gives 𝓛(H, L)ρ for every ρ.

Solution. Apply (b) and (c) to the family UL, then (e). The compensation is built from the mixed operators. Membership in `unitaryGroup ι ℂ` supplies U†U = 1, and `hH` is used only for the Hermiticity claim. Setting c = 0 or U = 1 leaves one transformation alone.

```lean
/-- For Hermitian `H` and unitary `U`, mixing the jump operators by `U` and then shifting them
together with `H` gives a Hermitian Hamiltonian and the same generator. -/
theorem lindblad_gauge_invariance [DecidableEq ι] {H : Matrix n n ℂ} (hH : H.IsHermitian)
    {U : Matrix ι ι ℂ} (hU : U ∈ unitaryGroup ι ℂ) (L : ι → Matrix n n ℂ) (c : ι → ℂ) :
    (shiftHamiltonian H (mixJump U L) c).IsHermitian ∧
    ∀ ρ, lindbladian (shiftHamiltonian H (mixJump U L) c) (shiftJump (mixJump U L) c) ρ
      = lindbladian H L ρ := by
  have h : Uᴴ * U = 1 := mem_unitaryGroup_iff'.mp hU
  refine ⟨shiftHamiltonian_isHermitian hH _ c, fun ρ => ?_⟩
  rw [lindbladian_shift, lindbladian_mix h]
```

## (g) Which Hamiltonians compensate a shift

Task. For Hermitian H and H', show that 𝓛(H', L + c) = 𝓛(H, L) on all ρ exactly when H' = H_c + r·1 for some real r.

Solution. By (c) the condition is 𝓛(H', L + c) = 𝓛(H_c, L + c). The dissipators cancel, and multiplying by i gives Mρ = ρM for M = H' − H_c. Fix a basis index i0 and take for ρ the matrix unit |j⟩⟨i0|. The entry (i, i0) of both sides gives

M_ij = δ_ij M_{i0 i0}

so M = r·1 with r = M_{i0 i0}, which is real because M is Hermitian by (b). Conversely, r·1 drops out of the commutator. In Lean the matrix unit is `Matrix.single j i0 1`, the realness is `hre`, and an empty basis is settled separately with r = 0. The jump operators are prescribed here as L_k + c_k·1; whether every pair with the same generator arises by shifting and mixing is a different question, and none of these theorems answers it.

```lean
/-- For Hermitian `H` and `H'`, the pair of `H'` and the shifted jump operators reproduces the
original generator exactly when `H'` is the shifted Hamiltonian plus a real multiple of `1`. -/
theorem lindbladian_shift_iff {H H' : Matrix n n ℂ} (hH : H.IsHermitian)
    (hH' : H'.IsHermitian) (L : ι → Matrix n n ℂ) (c : ι → ℂ) :
    (∀ ρ, lindbladian H' (shiftJump L c) ρ = lindbladian H L ρ) ↔
      ∃ r : ℝ, H' = shiftHamiltonian H L c + (r : ℂ) • (1 : Matrix n n ℂ) := by
  have hK := shiftHamiltonian_isHermitian hH L c
  have hs := lindbladian_shift H L c
  generalize shiftHamiltonian H L c = K at hK hs ⊢
  constructor
  · intro h
    have hI : I * -I = 1 := by linear_combination (-1 : ℂ) * Complex.I_sq
    -- the difference of the Hamiltonians commutes with every matrix
    have hc : ∀ ρ : Matrix n n ℂ, (H' - K) * ρ = ρ * (H' - K) := by
      intro ρ
      have e := (h ρ).trans (hs ρ).symm
      simp only [lindbladian, add_left_inj] at e
      have e2 := congrArg (fun X => I • X) e
      simp only [smul_smul, hI, one_smul, opComm] at e2
      rw [Matrix.sub_mul, Matrix.mul_sub]
      exact sub_eq_sub_iff_sub_eq_sub.mp e2
    rcases isEmpty_or_nonempty n with hn | ⟨⟨i0⟩⟩
    · exact ⟨0, by ext i j; exact isEmptyElim i⟩
    have hre : ((((H' - K) i0 i0).re : ℝ) : ℂ) = (H' - K) i0 i0 :=
      Complex.conj_eq_iff_re.mp ((hH'.sub hK).apply i0 i0)
    refine ⟨((H' - K) i0 i0).re, ?_⟩
    rw [hre, ← sub_eq_iff_eq_add']
    generalize H' - K = M at hc ⊢
    -- commuting with the matrix units forces a multiple of the identity
    ext i j
    have e := congrFun (congrFun (hc (Matrix.single j i0 1)) i) i0
    by_cases hij : i = j
    · subst hij
      simpa using e
    · simpa [hij] using e
  · rintro ⟨r, rfl⟩ ρ
    rw [← hs ρ]
    simp only [lindbladian, opComm, Matrix.add_mul, Matrix.mul_add, Matrix.smul_mul,
      Matrix.mul_smul, Matrix.one_mul, Matrix.mul_one]
    module
```

## (h) Traceless jump operators

Task. For N ≥ 1, Hermitian H and c_k = −tr L_k / N, show that the shifted operators are traceless, H_c is Hermitian and the generator is unchanged.

Solution. tr(L_k + c_k·1) = tr L_k + c_k N = 0; the rest is (b) and (c). The assumption `Nonempty n` gives N ≠ 0. At N = 1 the shifted operators all vanish, in agreement with D[L]ρ = |L|²ρ − |L|²ρ = 0 for numbers, and in (g) every real H' qualifies.

```lean
/-- For a nonempty basis, Hermitian `H` and `cₖ = -tr Lₖ / Fintype.card n`, the shifted jump operators are traceless, the shifted Hamiltonian
is Hermitian and the generator is unchanged. -/
theorem traceless_gauge [Nonempty n] {H : Matrix n n ℂ} (hH : H.IsHermitian)
    (L : ι → Matrix n n ℂ) (c : ι → ℂ) (hc : ∀ k, c k = -(L k).trace / Fintype.card n) :
    (∀ k, (shiftJump L c k).trace = 0) ∧ (shiftHamiltonian H L c).IsHermitian ∧
    ∀ ρ, lindbladian (shiftHamiltonian H L c) (shiftJump L c) ρ = lindbladian H L ρ := by
  have hn : (Fintype.card n : ℂ) ≠ 0 := Nat.cast_ne_zero.mpr Fintype.card_ne_zero
  refine ⟨fun k => ?_, shiftHamiltonian_isHermitian hH L c, lindbladian_shift H L c⟩
  rw [shiftJump, trace_add, trace_smul, trace_one, hc, smul_eq_mul, div_mul_cancel₀ _ hn,
    add_neg_cancel]
```

## (i) A complex unitary

Task. Show that the 2×2 matrix U with diagonal entries 3/5 and off-diagonal entries 4i/5 is unitary, so that (f) applies to it.

Solution. The diagonal entries of UU† are 9/25 + 16/25 = 1, and the off-diagonal ones are −12i/25 + 12i/25 = 0. Lean checks the four entries of UU† through their real and imaginary parts.

```lean
/-- The matrix with diagonal entries `3/5` and off-diagonal entries `4i/5` is unitary. -/
theorem mixing_witness :
    (!![3 / 5, 4 / 5 * I; 4 / 5 * I, 3 / 5] : Matrix (Fin 2) (Fin 2) ℂ)
      ∈ unitaryGroup (Fin 2) ℂ := by
  have h3 : (starRingEnd ℂ) 3 = 3 := map_ofNat _ 3
  have h4 : (starRingEnd ℂ) 4 = 4 := map_ofNat _ 4
  have h5 : (starRingEnd ℂ) 5 = 5 := map_ofNat _ 5
  rw [mem_unitaryGroup_iff]
  ext i j
  fin_cases i <;> fin_cases j <;>
    simp [Matrix.mul_apply, Fin.sum_univ_two, Complex.ext_iff, h3, h4, h5] <;> norm_num

end

end LindbladGauge
```

```lean
#print axioms LindbladGauge.lindblad_gauge_invariance
-- 'LindbladGauge.lindblad_gauge_invariance' depends on axioms: [propext, Classical.choice, Quot.sound]
#print axioms LindbladGauge.lindbladian_shift_iff
-- 'LindbladGauge.lindbladian_shift_iff' depends on axioms: [propext, Classical.choice, Quot.sound]
#print axioms LindbladGauge.traceless_gauge
-- 'LindbladGauge.traceless_gauge' depends on axioms: [propext, Classical.choice, Quot.sound]
```
